# For equal spin responses, the spin-averaged Hubbard U of a site is a quarter of the summed kernel entries

Shift the external potential on one magnetic atom by the same small amount for both spins. The spin-up and spin-down occupations of the site generally change by different amounts, and the electrons' own potential changes with them. To compute the single parameter $U$ of a Hubbard correction from this two-spin response, the response must be reduced to one number. If $U$ is the spin-averaged induced potential per unit of added charge, how does it follow from the response matrices, and when is it just the average of the interaction kernel's entries?

In Lean 4 with Mathlib:

```lean
import Mathlib

open Matrix

namespace SpinResolvedHubbardU

noncomputable section
```

## Response matrices and the kernel

Let $X$ be the interacting response matrix of the site and $X_0$ the non-interacting, Kohn–Sham one. The entry $X_{st}$ is the change in the occupation of spin $s$ per unit potential acting on spin $t$, with $0$ for up and $1$ for down. If both matrices are invertible, the interaction kernel is
$$F = X_0^{-1} - X^{-1}.$$
The definition allows any finite set of channels.

```lean
/-- The interaction kernel `F = X0⁻¹ - X⁻¹`, the difference of the inverse non-interacting and
interacting response matrices. -/
def kernel {ι : Type*} [Fintype ι] [DecidableEq ι] (X0 X : Matrix ι ι ℝ) : Matrix ι ι ℝ :=
  X0⁻¹ - X⁻¹
```

The external perturbation is the uniform shift $e = (1,1)$.

```lean
/-- The external potential shift `e = (1, 1)`, equal for both spins. -/
def uniformShift : Fin 2 → ℝ := fun _ => 1
```

It changes the occupations by $dn = Xe$, so that $dn_s = X_{s0} + X_{s1}$.

```lean
/-- The spin-resolved occupation change `dn = X e` caused by the uniform shift. -/
def response (X : Matrix (Fin 2) (Fin 2) ℝ) : Fin 2 → ℝ := X *ᵥ uniformShift
```

The total change is $dN = dn_0 + dn_1$. Its sign is left open: a repulsive shift normally lowers the occupation, but the argument needs only $dN \neq 0$.

```lean
/-- The total occupation change `dN = dn_up + dn_down`. -/
def chargeResponse (X : Matrix (Fin 2) (Fin 2) ℝ) : ℝ := response X 0 + response X 1
```

A potential $v = (v_0, v_1)$ has the spin average $(v_0+v_1)/2$.

```lean
/-- The average of a spin-dependent potential over the two spins. -/
def spinAverage (v : Fin 2 → ℝ) : ℝ := (v 0 + v 1) / 2
```

Two candidates for $U$ are to be compared. The first weights the kernel entries with the occupation changes:
$$U_{\mathrm w} = \frac{\sum_{s,t} F_{st}\,dn_t}{2\,dN}.$$

```lean
/-- The kernel averaged with the occupation changes as weights, `∑ F_st dn_t / (2 dN)`. -/
def weightedU (X0 X : Matrix (Fin 2) (Fin 2) ℝ) : ℝ :=
  (∑ s, ∑ t, kernel X0 X s t * response X t) / (2 * chargeResponse X)
```

The second is the plain average of the four entries, $U_{\mathrm p} = \tfrac14\sum_{s,t}F_{st}$.

```lean
/-- The plain average of the four entries of the kernel. -/
def simpleU (X0 X : Matrix (Fin 2) (Fin 2) ℝ) : ℝ :=
  (∑ s, ∑ t, kernel X0 X s t) / 4
```

The comparison involves the column sums $c_t = F_{0t} + F_{1t}$.

```lean
/-- The sum over `s` of the kernel entries `F_st` at fixed spin `t`. -/
def columnSum (X0 X : Matrix (Fin 2) (Fin 2) ℝ) (t : Fin 2) : ℝ :=
  kernel X0 X 0 t + kernel X0 X 1 t
```

The matrices are real, static and given. How they are obtained from a calculation, and how other sites or orbitals are treated, is left outside this one-site model.

## The induced potential is the kernel acting on the response

Let an external perturbation $w$ act on the interacting system. The Kohn–Sham potential change $v$ is the one that produces the same density response without interaction, $X_0 v = Xw$. Inverting each response gives
$$v = X_0^{-1}(Xw), \qquad w = X^{-1}(Xw),$$
and subtraction gives
$$v - w = F\,(Xw).$$
The left side is the potential change due to the electrons themselves, the Hartree and exchange–correlation part.

In the theorem, the nonzero determinants `h0` and `h` express invertibility, and `hv` is the equation that defines $v$. The steps `e1` and `e2` are the two inversions, and the last line subtracts them.

```lean
/-- For any number of channels and any external perturbation `w`, let `v` be the potential that
produces the same density response in the non-interacting system. Then `v - w` is the kernel
applied to that density response. -/
theorem induced_potential_eq_kernel {ι : Type*} [Fintype ι] [DecidableEq ι]
    {X0 X : Matrix ι ι ℝ} (h0 : X0.det ≠ 0) (h : X.det ≠ 0) {v w : ι → ℝ}
    (hv : X0 *ᵥ v = X *ᵥ w) : v - w = kernel X0 X *ᵥ (X *ᵥ w) := by
  -- each inverse response recovers the potential that drives its own system
  have e1 : X0⁻¹ *ᵥ (X *ᵥ w) = v := by
    rw [← hv, Matrix.mulVec_mulVec, Matrix.nonsing_inv_mul _ (isUnit_iff_ne_zero.mpr h0),
      Matrix.one_mulVec]
  have e2 : X⁻¹ *ᵥ (X *ᵥ w) = w := by
    rw [Matrix.mulVec_mulVec, Matrix.nonsing_inv_mul _ (isUnit_iff_ne_zero.mpr h),
      Matrix.one_mulVec]
  rw [kernel, Matrix.sub_mulVec, e1, e2]
```

## Averaging over spin gives the weighted formula

Set $w = e$. Adding the two components of $v - e = F\,dn$ gives
$$(v-e)_0 + (v-e)_1 = \sum_{s,t}F_{st}\,dn_t .$$
The parameter $U$ is defined by the requirement that the spin-averaged induced potential equals $U\,dN$:
$$\tfrac12\sum_{s,t}F_{st}\,dn_t = U\,dN .$$
Since $dN \neq 0$, this holds exactly when $U = U_{\mathrm w}$. A perturbation that only moved charge from one spin to the other would have $dN = 0$ and would fix no such ratio.

The theorem states this as an equivalence for every real `U`. Here `hsum` is the sum over components, and `eq_div_iff` clears the denominator $2\,dN$.

```lean
variable {X0 X : Matrix (Fin 2) (Fin 2) ℝ}

/-- Let `v` be the Kohn-Sham potential change that reproduces the response to the uniform shift.
The spin-averaged induced potential equals `U dN` exactly when `U` is the weighted average
`∑ F_st dn_t / (2 dN)`. -/
theorem hubbardU_iff_weighted (h0 : X0.det ≠ 0) (h : X.det ≠ 0) (hN : chargeResponse X ≠ 0)
    {v : Fin 2 → ℝ} (hv : X0 *ᵥ v = response X) (U : ℝ) :
    spinAverage (v - uniformShift) = U * chargeResponse X ↔ U = weightedU X0 X := by
  have key : v - uniformShift = kernel X0 X *ᵥ response X :=
    induced_potential_eq_kernel (w := uniformShift) h0 h hv
  -- adding the two spin components gives the double sum over the kernel
  have hsum : (v - uniformShift) 0 + (v - uniformShift) 1
      = ∑ s, ∑ t, kernel X0 X s t * response X t := by
    rw [key, Fin.sum_univ_two]
    rfl
  unfold spinAverage weightedU
  rw [hsum, eq_div_iff (mul_ne_zero two_ne_zero hN)]
  constructor <;> intro hU <;> linarith
```

## When the plain average gives the same number

In terms of the column sums, $U_{\mathrm w} = (c_0\,dn_0 + c_1\,dn_1)/(2\,dN)$ and $U_{\mathrm p} = (c_0+c_1)/4$. Over the common denominator $4\,dN$ the difference has the numerator
$$2c_0\,dn_0 + 2c_1\,dn_1 - (c_0+c_1)(dn_0+dn_1) = (c_0-c_1)(dn_0-dn_1),$$
so
$$U_{\mathrm w} - U_{\mathrm p} = \frac{(c_0-c_1)(dn_0-dn_1)}{4\,dN}.$$
The proof does the same algebra with `field_simp` and `ring`. This identity uses neither determinant condition.

```lean
/-- The weighted and the plain average of the kernel differ by the product of the column-sum
difference and the spin imbalance of the response, divided by `4 dN`. -/
theorem weightedU_sub_simpleU (hN : chargeResponse X ≠ 0) :
    weightedU X0 X - simpleU X0 X =
      (columnSum X0 X 0 - columnSum X0 X 1) * (response X 0 - response X 1)
        / (4 * chargeResponse X) := by
  have hN' : response X 0 + response X 1 ≠ 0 := hN
  unfold weightedU simpleU columnSum chargeResponse
  simp only [Fin.sum_univ_two]
  field_simp
  ring
```

The difference vanishes exactly when one factor of the numerator does: either $c_0 = c_1$ or $dn_0 = dn_1$. For a symmetric kernel, $c_0 = c_1$ means $F_{00} = F_{11}$.

```lean
/-- The weighted and the plain average agree exactly when the column sums of the kernel are equal
or the two spins respond equally. -/
theorem weightedU_eq_simpleU_iff (hN : chargeResponse X ≠ 0) :
    weightedU X0 X = simpleU X0 X ↔
      columnSum X0 X 0 = columnSum X0 X 1 ∨ response X 0 = response X 1 := by
  have h4 : 4 * chargeResponse X ≠ 0 := mul_ne_zero (by norm_num) hN
  rw [← sub_eq_zero, weightedU_sub_simpleU hN, div_eq_zero_iff, or_iff_left h4, mul_eq_zero,
    sub_eq_zero, sub_eq_zero]
```

If the two spins respond equally, $dn_0 = dn_1$, the weighted formula therefore reduces to the plain one, and the defining relation holds exactly when
$$U = \tfrac14\,(F_{00}+F_{01}+F_{10}+F_{11}).$$
The hypothesis `hs` is this equality of responses. It holds, for example, in a system without spin polarisation, where exchanging up and down leaves $X$ unchanged. The proof rewrites the weighted theorem with the criterion above.

```lean
/-- If both spins respond equally to the uniform shift, the spin-averaged induced potential equals
`U dN` exactly when `U` is one quarter of the sum of the kernel entries. -/
theorem hubbardU_iff_simple (h0 : X0.det ≠ 0) (h : X.det ≠ 0) (hN : chargeResponse X ≠ 0)
    (hs : response X 0 = response X 1) {v : Fin 2 → ℝ} (hv : X0 *ᵥ v = response X) (U : ℝ) :
    spinAverage (v - uniformShift) = U * chargeResponse X ↔ U = simpleU X0 X := by
  rw [hubbardU_iff_weighted h0 h hN hv, (weightedU_eq_simpleU_iff hN).mpr (Or.inr hs)]
```

## Reduction to the scalar response formula

Suppose again that $dn_0 = dn_1$, so each component is $dN/2$. Since $X^{-1}dn = e$, every row of the inverse satisfies
$$\bigl((X^{-1})_{s0} + (X^{-1})_{s1}\bigr)\frac{dN}{2} = 1 .$$
Adding the two rows and multiplying by 2 gives
$$\Bigl(\sum_{s,t}(X^{-1})_{st}\Bigr)dN = 4 .$$
This product cannot be 4 if $dN = 0$, so invertibility and equal responses already ensure a nonzero total response, and division gives $4/dN$. In the proof, `r0` and `r1` are the two row equations, and `key` is twice their sum.

```lean
/-- If both spins respond equally to the uniform shift, the entries of the inverse response matrix
add up to four divided by the total response. -/
theorem sum_inv_entries (h : X.det ≠ 0) (hs : response X 0 = response X 1) :
    ∑ s, ∑ t, X⁻¹ s t = 4 / chargeResponse X := by
  have e : X⁻¹ *ᵥ response X = uniformShift := by
    rw [response, Matrix.mulVec_mulVec, Matrix.nonsing_inv_mul _ (isUnit_iff_ne_zero.mpr h),
      Matrix.one_mulVec]
  have r0 := congrFun e 0
  have r1 := congrFun e 1
  simp only [Matrix.mulVec, dotProduct, Fin.sum_univ_two, uniformShift] at r0 r1
  rw [← hs] at r0 r1
  have ht : chargeResponse X = 2 * response X 0 := by
    unfold chargeResponse
    linarith
  have key : (∑ s, ∑ t, X⁻¹ s t) * chargeResponse X = 4 := by
    rw [ht]
    simp only [Fin.sum_univ_two]
    linear_combination 2 * r0 + 2 * r1
  -- invertibility forbids a vanishing total response here
  have hN : chargeResponse X ≠ 0 := by
    intro hz
    rw [hz] at key
    norm_num at key
  exact eq_div_of_mul_eq hN key
```

Write $\chi$ and $\chi_0$ for the total responses of $X$ and $X_0$ to the uniform shift. If both systems respond equally in the two spins, the result applies to each inverse, and
$$U_{\mathrm p} = \frac14\left(\frac{4}{\chi_0} - \frac{4}{\chi}\right) = \frac{1}{\chi_0} - \frac{1}{\chi}.$$
This is the familiar linear-response expression for $U$, here for a single site. The theorem assumes equal spin responses for $X_0$ as well, which the plain-average formula for $U$ did not.

```lean
/-- If in both systems the two spins respond equally to the uniform shift, the plain average of
the kernel is the difference of the inverse total responses, `1/χ0 - 1/χ`. -/
theorem simpleU_eq_scalar_response (h0 : X0.det ≠ 0) (h : X.det ≠ 0)
    (hs0 : response X0 0 = response X0 1) (hs : response X 0 = response X 1) :
    simpleU X0 X = 1 / chargeResponse X0 - 1 / chargeResponse X := by
  unfold simpleU kernel
  simp only [Matrix.sub_apply, Finset.sum_sub_distrib]
  rw [sum_inv_entries h0 hs0, sum_inv_entries h hs]
  ring
```

## A spin-polarised site where the averages differ

Take a diagonal non-interacting response with unequal channels, $X_0 = \mathrm{diag}(-2,-1)$.

```lean
/-- A non-interacting response matrix with unequal spin channels. -/
def polarisedX0 : Matrix (Fin 2) (Fin 2) ℝ := !![-2, 0; 0, -1]
```

Let the interaction halve both responses, $X = \mathrm{diag}(-1,-\tfrac12)$.

```lean
/-- An interacting response matrix with unequal spin channels. -/
def polarisedX : Matrix (Fin 2) (Fin 2) ℝ := !![-1, 0; 0, -1/2]
```

Then
$$F = \mathrm{diag}(-\tfrac12,-1) - \mathrm{diag}(-1,-2) = \mathrm{diag}(\tfrac12,1),$$
with $dn = (-1,-\tfrac12)$ and $dN = -\tfrac32$. The two averages are
$$U_{\mathrm w} = \frac{-\tfrac12-\tfrac12}{2\cdot(-\tfrac32)} = \frac13, \qquad U_{\mathrm p} = \frac{\tfrac12+1}{4} = \frac38 .$$
The number that satisfies the defining relation is $1/3$. For a one-site linear-response calculation on a magnetic atom, the choice of average can thus change the $U$ that enters a DFT+U functional. The matrices are illustrative and not realistic: their kernel has no coupling between opposite spins, whereas in a real atom the Hartree potential of each spin density acts on both spins.

The proof first verifies the two inverses by multiplication, then evaluates the determinants and both averages.

```lean
/-- For this pair of invertible response matrices the weighted average of the kernel is `1/3`,
while the plain average is `3/8`. -/
theorem polarised_averages_differ :
    polarisedX0.det ≠ 0 ∧ polarisedX.det ≠ 0 ∧
      weightedU polarisedX0 polarisedX = 1 / 3 ∧ simpleU polarisedX0 polarisedX = 3 / 8 := by
  have i0 : polarisedX0⁻¹ = !![-1/2, 0; 0, -1] := Matrix.inv_eq_right_inv (by
    ext i j
    fin_cases i <;> fin_cases j <;>
      norm_num [polarisedX0, Matrix.mul_apply, Fin.sum_univ_two])
  have i1 : polarisedX⁻¹ = !![-1, 0; 0, -2] := Matrix.inv_eq_right_inv (by
    ext i j
    fin_cases i <;> fin_cases j <;>
      norm_num [polarisedX, Matrix.mul_apply, Fin.sum_univ_two])
  refine ⟨?_, ?_, ?_, ?_⟩
  · norm_num [polarisedX0, Matrix.det_fin_two]
  · norm_num [polarisedX, Matrix.det_fin_two]
  · simp only [weightedU, kernel, i0, i1]
    norm_num [chargeResponse, response, uniformShift, polarisedX, Matrix.mulVec, dotProduct,
      Fin.sum_univ_two]
  · simp only [simpleU, kernel, i0, i1]
    norm_num [Fin.sum_univ_two]

end

end SpinResolvedHubbardU
```

```lean
#print axioms SpinResolvedHubbardU.hubbardU_iff_simple
#print axioms SpinResolvedHubbardU.simpleU_eq_scalar_response
#print axioms SpinResolvedHubbardU.polarised_averages_differ
```

```
'SpinResolvedHubbardU.hubbardU_iff_simple' depends on axioms: [propext, Classical.choice, Quot.sound]
'SpinResolvedHubbardU.simpleU_eq_scalar_response' depends on axioms: [propext, Classical.choice, Quot.sound]
'SpinResolvedHubbardU.polarised_averages_differ' depends on axioms: [propext, Classical.choice, Quot.sound]
```

## The same argument for an exchange parameter

The relation $v - w = F(Xw)$ holds for any perturbation, so it also covers a field that acts oppositely on the two spins, $w = (1,-1)$. Now let $dn = Xw$, let $dM = dn_0 - dn_1 \neq 0$, and define $J$ by setting half the difference of the induced potentials equal to $-J\,dM$. With $\sigma = (1,-1)$,
$$J = -\frac{\sum_{s,t}\sigma_s F_{st}\,dn_t}{2\,dM}.$$
If the field changes the two occupations by opposite amounts, $dn_1 = -dn_0$, then $dn_t = \sigma_t\,dM/2$ and
$$J = -\tfrac14\,(F_{00} - F_{01} - F_{10} + F_{11}).$$
These two formulas for $J$ are derived here by hand; the code contains only their starting relation.
